# How one more stage updates the third-order expansion of an operator splitting

In a splitting method, a propagator is built from short steps generated by two operators A and B, which need not commute; here they are elements of a complete real normed algebra, so unbounded operators are not covered. The lemma `HasJet.stage` supposes that f(h) has an expansion through h³, with error O(h⁴) as h → 0, whose coefficients have a prescribed form in the total weights c, d and three moments m, q, k. It states that f(h) exp(xhA) exp(yhB), for any real x and y, has an expansion of the same form, with c, d, m, q, k replaced by c + x, d + y, m + xd, q + xd², k + y(c + x)². The proof multiplies the expansion of f by those of the two exponentials and then compares the coefficients order by order.

In Lean, a first try:

```lean
import Mathlib

open Filter Topology Asymptotics
open NormedSpace (exp)

namespace Stage

noncomputable section

variable {𝔸 : Type*} [NormedRing 𝔸] [NormedAlgebra ℝ 𝔸]

/-- The propagator `f h` has the expansion `1 + h p + h² q + h³ r` up to an error `O(h⁴)`
as the time step `h` tends to zero. -/
def HasJet (f : ℝ → 𝔸) (p q r : 𝔸) : Prop :=
  (fun h : ℝ => f h - (1 + h • p + h ^ 2 • q + h ^ 3 • r)) =O[𝓝 0] fun h : ℝ => h ^ 4

/-- The second-order term of a splitting with total weights `c`, `d` of `A`, `B` and
weight `m` of the word `BA`. -/
def quadratic (A B : 𝔸) (c d m : ℝ) : 𝔸 :=
  (c ^ 2 / 2) • (A * A) + (d ^ 2 / 2) • (B * B) + (c * d - m) • (A * B) + m • (B * A)

/-- The third-order term of a splitting, written through the total weights `c`, `d` and
three moments `m`, `q`, `k` of the substeps. -/
def cubic (A B : 𝔸) (c d m q k : ℝ) : 𝔸 :=
  (c ^ 3 / 6) • (A * A * A) + (d ^ 3 / 6) • (B * B * B)
    + (k / 2) • (A * A * B) + (c ^ 2 * d - c * m - k) • (A * B * A)
    + (c * m - c ^ 2 * d / 2 + k / 2) • (B * A * A)
    + ((c * d ^ 2 - 2 * d * m + q) / 2) • (A * B * B)
    + (d * m - q) • (B * A * B) + (q / 2) • (B * B * A)

/-- Third-order expansions of two propagators multiply like polynomials in `h`, with the
order of the operators kept. -/
theorem HasJet.mul {f g : ℝ → 𝔸} {p q r p' q' r' : 𝔸}
    (hf : HasJet f p q r) (hg : HasJet g p' q' r') :
    HasJet (fun h => f h * g h) (p + p') (q + p * p' + q')
      (r + q * p' + p * q' + r') := by
  unfold HasJet at *
  -- polynomials in the time step stay bounded near zero
  have bdd : ∀ u : ℝ → 𝔸, Continuous u → u =O[𝓝 0] fun _ : ℝ => (1 : ℝ) :=
    fun u hu => (hu.tendsto 0).isBigO_one ℝ
  have h4 : (fun h : ℝ => h ^ 4) =O[𝓝 0] fun _ : ℝ => (1 : ℝ) :=
    ((continuous_pow 4).tendsto (0 : ℝ)).isBigO_one ℝ
  have t1 := (hf.mul (hg.trans h4)).congr_right fun h => mul_one (h ^ 4)
  have t2 := (hf.mul (bdd (fun h => 1 + h • p' + h ^ 2 • q' + h ^ 3 • r')
    (by fun_prop))).congr_right fun h => mul_one (h ^ 4)
  have t3 := ((bdd (fun h => 1 + h • p + h ^ 2 • q + h ^ 3 • r)
    (by fun_prop)).mul hg).congr_right fun h => one_mul (h ^ 4)
  have t4 := ((isBigO_refl (fun h : ℝ => h ^ 4) (𝓝 0)).smul
    (bdd (fun h => (p * r' + q * q' + r * p') + h • (q * r' + r * q') + h ^ 2 • (r * r'))
    (by fun_prop))).congr_right fun h => mul_one (h ^ 4)
  have split : ∀ x y F G R E : 𝔸, F * G = R + E →
      (x - F) * (y - G) + (x - F) * G + F * (y - G) + E = x * y - R := by
    intro x y F G R E hE
    have hE' : E = F * G - R := by rw [hE]; abel
    rw [hE']
    noncomm_ring
  refine (((t1.add t2).add t3).add t4).congr_left fun h => ?_
  apply split
  simp only [mul_add, add_mul, smul_mul_assoc, mul_smul_comm, smul_smul, one_mul,
    mul_one, smul_add]
  module

variable [CompleteSpace 𝔸]

/-- The propagator `exp(c h X)` has its Taylor polynomial of degree three as expansion. -/
theorem hasJet_exp (c : ℝ) (X : 𝔸) :
    HasJet (fun h => exp ((c * h) • X)) (c • X) ((c ^ 2 / 2) • (X * X))
      ((c ^ 3 / 6) • (X * X * X)) := by
  have hs : HasFPowerSeriesAt (exp : 𝔸 → 𝔸) (NormedSpace.expSeries ℝ 𝔸) 0 := by
    apply NormedSpace.exp_hasFPowerSeriesAt_zero
  have hO := hs.isBigO_sub_partialSum_pow 4
  have ht : Tendsto (fun h : ℝ => (c * h) • X) (𝓝 0) (𝓝 0) := by
    have hc : Continuous (fun h : ℝ => (c * h) • X) := by fun_prop
    simpa using hc.tendsto 0
  have hb : (fun h : ℝ => ‖(c * h) • X‖ ^ 4) =O[𝓝 0] fun h : ℝ => h ^ 4 := by
    refine IsBigO.of_bound (‖c • X‖ ^ 4) (Eventually.of_forall fun h => ?_)
    simp only [norm_pow, norm_norm, norm_smul, norm_mul]
    exact le_of_eq (by ring)
  refine ((hO.comp_tendsto ht).trans hb).congr_left fun h => ?_
  simp only [Function.comp_apply, zero_add, FormalMultilinearSeries.partialSum,
    Finset.sum_range_succ, Finset.sum_range_zero, NormedSpace.expSeries_apply_eq]
  congr 1
  simp only [Nat.factorial, pow_succ, pow_zero, one_mul, smul_mul_assoc, mul_smul_comm,
    smul_smul]
  push_cast
  module

/-- One more stage `exp(x h A) exp(y h B)` keeps the form of the expansion and updates the
total weights and the three moments. -/
theorem HasJet.stage {f : ℝ → 𝔸} {A B : 𝔸} {c d m q k : ℝ} (x y : ℝ)
    (hf : HasJet f (c • A + d • B) (quadratic A B c d m) (cubic A B c d m q k)) :
    HasJet (fun h => f h * exp ((x * h) • A) * exp ((y * h) • B))
      ((c + x) • A + (d + y) • B) (quadratic A B (c + x) (d + y) (m + x * d))
      (cubic A B (c + x) (d + y) (m + x * d) (q + x * d ^ 2) (k + y * (c + x) ^ 2)) := by
  have key := (hf.mul (hasJet_exp x A)).mul (hasJet_exp y B)
  -- compare the coefficients of every word in A and B
  convert key using 1
  all_goals
    simp only [quadratic, cubic, mul_add, add_mul, smul_mul_assoc, mul_smul_comm,
      smul_smul, smul_add, mul_assoc]
    module

end

end Stage
```

Compiling this gives:

```
Main.lean:99:4: error: `simp` made no progress
```

Cause. The message says that `simp only` found nothing to rewrite, which Lean treats as an error. After `convert key using 1`, the coefficients of h, h² and h³ have to be matched, and `all_goals` runs the same two tactics on each equation. The one for h is linear: it equates `(c + x) • A + (d + y) • B` with the sum of `c • A`, `d • B`, `x • A` and `y • B`. It contains no `quadratic` or `cubic` to unfold, no product of operators and no nested scalar action. Nor does `smul_add` apply, since it distributes a scalar over a sum of vectors, whereas here the sum is in the scalar. So `simp only` fails, and `module` is never reached on this goal.

The added lemma `add_smul` splits exactly such terms, turning `(c + x) • A` into `c • A + x • A`. Now `simp only` makes progress on the linear equation too, and `module` can finish it.

Fix (accepted with no message):

```diff
@@ -98,5 +98,5 @@
   all_goals
     simp only [quadratic, cubic, mul_add, add_mul, smul_mul_assoc, mul_smul_comm,
-      smul_smul, smul_add, mul_assoc]
+      smul_smul, smul_add, add_smul, mul_assoc]
     module
 
```
